# Energy ranges of the nearest-neighbour s bands on the simple cubic, bcc and fcc lattices

With energies measured from the on-site level, an electron that hops with amplitude $-t$ to either nearest neighbour on a chain of s orbitals has, in the wave $e^{ixn}$ over sites $n$ with real $x$, the energy $-t(e^{ix}+e^{-ix})=-2t\cos x$, so for $t\ge 0$ its energies fill $[-2t,2t]$. The same sum over nearest neighbours on the simple cubic, bcc and fcc lattices gives three bands, and for $t\ge 0$ their energies fill exactly $[-6t,6t]$, $[-8t,8t]$ and $[-12t,4t]$.

```lean
import Mathlib

namespace CubicTightBinding

noncomputable section

/-- The nearest-neighbour hopping Hamiltonian with amplitude `-t`: it sends `ψ` to `-t` times
the sum of `ψ` over the sites displaced by the vectors in the list `N`. -/
def hop (t : ℝ) (N : List (ℤ × ℤ × ℤ)) (ψ : ℤ × ℤ × ℤ → ℂ) : ℤ × ℤ × ℤ → ℂ :=
  fun r => -(t : ℂ) * (N.map fun d => ψ (r + d)).sum

/-- The six neighbours in the simple cubic lattice, in units of the cubic edge. -/
def scNeighbours : List (ℤ × ℤ × ℤ) :=
  [(1, 0, 0), (-1, 0, 0), (0, 1, 0), (0, -1, 0), (0, 0, 1), (0, 0, -1)]

/-- The eight neighbours in the bcc lattice, in units of half the cubic edge. -/
def bccNeighbours : List (ℤ × ℤ × ℤ) :=
  [(1, 1, 1), (1, 1, -1), (1, -1, 1), (1, -1, -1),
   (-1, 1, 1), (-1, 1, -1), (-1, -1, 1), (-1, -1, -1)]

/-- The twelve neighbours in the fcc lattice, in units of half the cubic edge. -/
def fccNeighbours : List (ℤ × ℤ × ℤ) :=
  [(1, 1, 0), (1, -1, 0), (-1, 1, 0), (-1, -1, 0),
   (0, 1, 1), (0, 1, -1), (0, -1, 1), (0, -1, -1),
   (1, 0, 1), (1, 0, -1), (-1, 0, 1), (-1, 0, -1)]

/-- The phase `exp(i n x)` gained over `n` lattice steps at wave number `x`. -/
def phase (x : ℝ) (n : ℤ) : ℂ := Complex.exp ((n : ℂ) * x * Complex.I)

/-- The Bloch wave with dimensionless wave vector `k`, evaluated at the site `r`. -/
def bloch (k : ℝ × ℝ × ℝ) (r : ℤ × ℤ × ℤ) : ℂ :=
  phase k.1 r.1 * phase k.2.1 r.2.1 * phase k.2.2 r.2.2

/-- The simple cubic s band. -/
def scBand (t : ℝ) (k : ℝ × ℝ × ℝ) : ℝ :=
  -2 * t * (Real.cos k.1 + Real.cos k.2.1 + Real.cos k.2.2)

/-- The body-centred cubic s band. -/
def bccBand (t : ℝ) (k : ℝ × ℝ × ℝ) : ℝ :=
  -8 * t * (Real.cos k.1 * Real.cos k.2.1 * Real.cos k.2.2)

/-- The face-centred cubic s band. -/
def fccBand (t : ℝ) (k : ℝ × ℝ × ℝ) : ℝ :=
  -4 * t * (Real.cos k.1 * Real.cos k.2.1 + Real.cos k.2.1 * Real.cos k.2.2
    + Real.cos k.2.2 * Real.cos k.1)

/-- The phases for no step, one step forward and one step back. -/
theorem phase_values (x : ℝ) :
    phase x 0 = 1 ∧ phase x 1 = Complex.cos x + Complex.sin x * Complex.I ∧
      phase x (-1) = Complex.cos x - Complex.sin x * Complex.I := by
  refine ⟨by simp [phase], by simp [phase, Complex.exp_mul_I], ?_⟩
  have h : ((-1 : ℤ) : ℂ) * x * Complex.I = (-(x : ℂ)) * Complex.I := by
    push_cast
    ring
  rw [phase, h, Complex.exp_mul_I, Complex.cos_neg, Complex.sin_neg]
  ring

/-- Translating a Bloch wave by `d` multiplies it by the phase factor of `d`. -/
theorem bloch_add (k : ℝ × ℝ × ℝ) (r d : ℤ × ℤ × ℤ) :
    bloch k (r + d) = bloch k r * bloch k d := by
  simp only [bloch, phase, Prod.fst_add, Prod.snd_add, ← Complex.exp_add]
  congr 1
  push_cast
  ring

/-- Bloch waves are eigenfunctions of the hopping Hamiltonian on each of the three lattices,
and the eigenvalues are the simple cubic, bcc and fcc bands. -/
theorem hop_bloch (t : ℝ) (k : ℝ × ℝ × ℝ) :
    hop t scNeighbours (bloch k) = (scBand t k : ℂ) • bloch k ∧
    hop t bccNeighbours (bloch k) = (bccBand t k : ℂ) • bloch k ∧
    hop t fccNeighbours (bloch k) = (fccBand t k : ℂ) • bloch k := by
  have h0 := fun x => (phase_values x).1
  have h1 := fun x => (phase_values x).2.1
  have h2 := fun x => (phase_values x).2.2
  -- factor out the wave at the central site, then add the neighbour phases
  refine ⟨?_, ?_, ?_⟩ <;> funext r <;>
    simp only [hop, scNeighbours, bccNeighbours, fccNeighbours, List.map_cons, List.map_nil,
      List.sum_cons, List.sum_nil, bloch_add, Pi.smul_apply, smul_eq_mul] <;>
    simp only [bloch, h0, h1, h2, scBand, bccBand, fccBand] <;>
    push_cast <;> ring

/-- A continuous band that lies between `a` and `b` and attains both values takes exactly the
energies in the closed interval from `a` to `b`. -/
theorem range_eq_Icc {E : ℝ × ℝ × ℝ → ℝ} (hE : Continuous E) {a b : ℝ}
    (hab : ∀ k, a ≤ E k ∧ E k ≤ b) (p q : ℝ × ℝ × ℝ) (hp : E p = a) (hq : E q = b) :
    Set.range E = Set.Icc a b := by
  apply Set.Subset.antisymm
  · rintro _ ⟨k, rfl⟩
    exact hab k
  · intro c hc
    -- intermediate values on the connected space of wave vectors
    exact mem_range_of_exists_le_of_exists_ge hE ⟨p, hp.le.trans hc.1⟩ ⟨q, hc.2.trans hq.ge⟩

/-- For `t ≥ 0` the energies of the simple cubic band fill exactly `[-6t, 6t]`. -/
theorem scBand_range {t : ℝ} (ht : 0 ≤ t) :
    Set.range (scBand t) = Set.Icc (-6 * t) (6 * t) := by
  refine range_eq_Icc (by unfold scBand; fun_prop) (fun k => ?_)
    (0, 0, 0) (Real.pi, Real.pi, Real.pi) ?_ ?_
  · have hu : Real.cos k.1 + Real.cos k.2.1 + Real.cos k.2.2 ≤ 3 := by
      linarith [Real.cos_le_one k.1, Real.cos_le_one k.2.1, Real.cos_le_one k.2.2]
    have hl : -3 ≤ Real.cos k.1 + Real.cos k.2.1 + Real.cos k.2.2 := by
      linarith [Real.neg_one_le_cos k.1, Real.neg_one_le_cos k.2.1, Real.neg_one_le_cos k.2.2]
    unfold scBand
    constructor <;>
      nlinarith [mul_nonneg ht (sub_nonneg.2 hu), mul_nonneg ht (sub_nonneg.2 hl)]
  · simp only [scBand, Real.cos_zero]
    ring
  · simp only [scBand, Real.cos_pi]
    ring

/-- For `t ≥ 0` the energies of the bcc band fill exactly `[-8t, 8t]`. -/
theorem bccBand_range {t : ℝ} (ht : 0 ≤ t) :
    Set.range (bccBand t) = Set.Icc (-8 * t) (8 * t) := by
  refine range_eq_Icc (by unfold bccBand; fun_prop) (fun k => ?_)
    (0, 0, 0) (Real.pi, 0, 0) ?_ ?_
  · have hm : ∀ u v : ℝ, |u| ≤ 1 → |v| ≤ 1 → |u * v| ≤ 1 := fun u v hu hv => by
      rw [abs_mul]
      exact mul_le_one₀ hu (abs_nonneg v) hv
    obtain ⟨hl, hu⟩ := abs_le.mp (hm _ _ (hm _ _ (Real.abs_cos_le_one k.1)
      (Real.abs_cos_le_one k.2.1)) (Real.abs_cos_le_one k.2.2))
    unfold bccBand
    constructor <;>
      nlinarith [mul_nonneg ht (sub_nonneg.2 hu), mul_nonneg ht (sub_nonneg.2 hl)]
  · simp only [bccBand, Real.cos_zero]
    ring
  · simp only [bccBand, Real.cos_zero, Real.cos_pi]
    ring

/-- Three numbers of modulus at most one have a sum of pair products between `-1` and `3`. -/
theorem pair_sum_bounds {u v w : ℝ} (hu : |u| ≤ 1) (hv : |v| ≤ 1) (hw : |w| ≤ 1) :
    -1 ≤ u * v + v * w + w * u ∧ u * v + v * w + w * u ≤ 3 := by
  obtain ⟨u1, u2⟩ := abs_le.mp hu
  obtain ⟨v1, v2⟩ := abs_le.mp hv
  obtain ⟨w1, w2⟩ := abs_le.mp hw
  have a1 : 0 ≤ 1 + u := by linarith
  have a2 : 0 ≤ 1 - u := by linarith
  have b1 : 0 ≤ 1 + v := by linarith
  have b2 : 0 ≤ 1 - v := by linarith
  have c1 : 0 ≤ 1 + w := by linarith
  have c2 : 0 ≤ 1 - w := by linarith
  constructor
  · -- the two triple products add up to 2 + 2 (uv + vw + wu)
    nlinarith [mul_nonneg (mul_nonneg a1 b1) c1, mul_nonneg (mul_nonneg a2 b2) c2]
  · nlinarith [mul_nonneg a1 b2, mul_nonneg a2 b1, mul_nonneg b1 c2, mul_nonneg b2 c1,
      mul_nonneg c1 a2, mul_nonneg c2 a1]

/-- For `t ≥ 0` the energies of the fcc band fill exactly `[-12t, 4t]`. -/
theorem fccBand_range {t : ℝ} (ht : 0 ≤ t) :
    Set.range (fccBand t) = Set.Icc (-12 * t) (4 * t) := by
  refine range_eq_Icc (by unfold fccBand; fun_prop) (fun k => ?_)
    (0, 0, 0) (0, Real.pi, 0) ?_ ?_
  · obtain ⟨hl, hu⟩ := pair_sum_bounds (Real.abs_cos_le_one k.1)
      (Real.abs_cos_le_one k.2.1) (Real.abs_cos_le_one k.2.2)
    unfold fccBand
    constructor <;>
      nlinarith [mul_nonneg ht (sub_nonneg.2 hu), mul_nonneg ht (sub_nonneg.2 hl)]
  · simp only [fccBand, Real.cos_zero]
    ring
  · simp only [fccBand, Real.cos_zero, Real.cos_pi]
    ring

/-- Shifting the wave vector by `(π, π, π)` reverses the sign of the simple cubic band, and
shifting it by `(π, 0, 0)` reverses the sign of the bcc band. -/
theorem band_sign_reversal (t : ℝ) (k : ℝ × ℝ × ℝ) :
    scBand t (k + (Real.pi, Real.pi, Real.pi)) = -scBand t k ∧
    bccBand t (k + (Real.pi, 0, 0)) = -bccBand t k := by
  constructor
  · simp only [scBand, Prod.fst_add, Prod.snd_add, Real.cos_add_pi]
    ring
  · simp only [bccBand, Prod.fst_add, Prod.snd_add, Real.cos_add_pi, add_zero]
    ring

/-- For nonzero hopping, no shift of the wave vector reverses the sign of the whole fcc band. -/
theorem fccBand_no_sign_reversal {t : ℝ} (ht : t ≠ 0) :
    ¬ ∃ Q : ℝ × ℝ × ℝ, ∀ k, fccBand t (k + Q) = -fccBand t k := by
  rintro ⟨Q, h⟩
  -- at k = 0 the pair sum at Q would have to be -3
  have h0 := h 0
  simp only [fccBand, zero_add, Prod.fst_zero, Prod.snd_zero, Real.cos_zero] at h0
  have hb := (pair_sum_bounds (Real.abs_cos_le_one Q.1)
    (Real.abs_cos_le_one Q.2.1) (Real.abs_cos_le_one Q.2.2)).1
  have h3 : t * (Real.cos Q.1 * Real.cos Q.2.1 + Real.cos Q.2.1 * Real.cos Q.2.2
      + Real.cos Q.2.2 * Real.cos Q.1 + 3) = 0 := by
    linear_combination (-1 / 4) * h0
  rcases mul_eq_zero.1 h3 with h4 | h4
  · exact ht h4
  · linarith

end

end CubicTightBinding
```

```lean
#print axioms CubicTightBinding.hop_bloch
#print axioms CubicTightBinding.fccBand_range
#print axioms CubicTightBinding.band_sign_reversal
#print axioms CubicTightBinding.fccBand_no_sign_reversal
```

```
'CubicTightBinding.hop_bloch' depends on axioms: [propext, Classical.choice, Quot.sound]
'CubicTightBinding.fccBand_range' depends on axioms: [propext, Classical.choice, Quot.sound]
'CubicTightBinding.band_sign_reversal' depends on axioms: [propext, Classical.choice, Quot.sound]
'CubicTightBinding.fccBand_no_sign_reversal' depends on axioms: [propext, Classical.choice, Quot.sound]
```

## Three bands and the intervals they fill

Write $k=(x,y,z)$ for a triple of real numbers. These letters are phases gained per unit step along each axis, not positions. The bands are

$$E_{\rm sc}=-2t(\cos x+\cos y+\cos z),\qquad E_{\rm bcc}=-8t\cos x\cos y\cos z,$$

$$E_{\rm fcc}=-4t(\cos x\cos y+\cos y\cos z+\cos z\cos x),$$

and in Lean they are `scBand t k`, `bccBand t k` and `fccBand t k`, with the components of $k$ written `k.1`, `k.2.1` and `k.2.2`.

The theorems `scBand_range`, `bccBand_range` and `fccBand_range` each equate two sets. `Set.range` is the set of energies that the band takes as $k$ runs over all real triples, and `Set.Icc` is a closed interval. The equality says that no energy lies outside the interval and that every energy inside it occurs. At $t=0$ both sets are $\{0\}$. For negative $t$ the intervals as written are empty, since their left ends exceed their right ends, so the equalities fail there.

The theorem `hop_bloch` ties the formulas to the lattices: each band is the eigenvalue of a hopping Hamiltonian on a Bloch wave. It holds for every real $t$. Two further theorems concern the sign of the energy. A fixed shift of the wave vector reverses the sign of the whole simple cubic band, and another does so for bcc, whereas for $t\neq 0$ no shift does so for fcc.

## Sites, hopping and units

A site is a triple of integers, and a wavefunction is a function `ψ` from such triples to the complex numbers. The Hamiltonian `hop t N` replaces the value at a site $r$ by $-t$ times the sum of `ψ` over the sites $r+d$, with $d$ taken from the list `N`. The parameter $t$ is an energy that stands for the coupling between s orbitals on adjacent atoms. With the minus sign and $t>0$, the in-phase combination of orbitals lies lowest. The on-site energy is set to zero; a different value would move each band rigidly.

The lists contain 6, 8 and 12 displacements. For simple cubic they are in units of the cubic edge $a$, so $x=k_xa$ in terms of the usual Cartesian wave vector. For bcc and fcc the unit is $a/2$, so $x=k_xa/2$, and likewise for the other components.

In the half-edge units not every integer triple is an atom of the crystal. The bcc displacements connect only triples that differ by three even or three odd numbers, and the fcc displacements keep the parity of $r_1+r_2+r_3$. The Hamiltonian on all triples therefore describes several identical lattices with no hopping between them. Restricting a Bloch wave to one of these lattices leaves its energy unchanged.

The wave vector ranges over all of $\mathbb R^3$ and not over one Brillouin zone. The bands are periodic, so the set of energies is the same.

The model has one orthogonal orbital per site, no interactions and an infinite perfect lattice. The ranges are those of the band functions; Bloch waves are not square-summable, and the spectrum of an operator on square-summable states is not treated. The step to a real crystal is the assumption that its s band is described by nearest-neighbour hopping alone, and none of the hypotheses supplies that.

Within this non-interacting one-orbital model, the intervals give the band edges that a tight-binding program should reproduce, provided that the wave vectors it samples include points where the edges are reached. They also give energy bounds for simulation methods that rescale the Hamiltonian before expanding it in polynomials.

## Neighbour phases add up to cosines

The Bloch wave at site $r=(r_1,r_2,r_3)$ is

$$\psi_k(r)=e^{ixr_1}e^{iyr_2}e^{izr_3}.$$

It has modulus one at every site, so it is not the zero function. Exponents add, hence $\psi_k(r+d)=\psi_k(r)\,\psi_k(d)$, and the Hamiltonian gives

$$-t\sum_d\psi_k(r+d)=\Big(-t\sum_d\psi_k(d)\Big)\psi_k(r).$$

The bracket is the energy. For simple cubic the six phases form three pairs, and

$$\sum_d\psi_k(d)=2\cos x+2\cos y+2\cos z.$$

For bcc all eight sign combinations occur, so the sum factorises:

$$(e^{ix}+e^{-ix})(e^{iy}+e^{-iy})(e^{iz}+e^{-iz})=8\cos x\cos y\cos z.$$

For fcc each pair of axes contributes four sign combinations, and these sum to a product of two factors:

$$\sum_d\psi_k(d)=4(\cos x\cos y+\cos y\cos z+\cos z\cos x).$$

Multiplication by $-t$ gives the three bands.

In Lean, `phase x n` is $e^{inx}$ and `bloch k r` is the product of three phases. The lemma `phase_values` evaluates the phase for steps $0$, $1$ and $-1$ as $1$, $\cos x+i\sin x$ and $\cos x-i\sin x$. The lemma `bloch_add` is the multiplication rule under translation. The proof of `hop_bloch` fixes a site with `funext r`, writes out the neighbour list, and uses `bloch_add` to factor out the wave at the central site. It then inserts the phase values, and `ring` confirms that the sine terms cancel and the cosines add up as above.

## From band edges to a filled interval

In this section $a$ and $b$ are energies, and $a$ is not the cubic edge. Suppose that a continuous band $E$ satisfies $a\le E(k)\le b$ everywhere, with $E(p)=a$ and $E(q)=b$ at two wave vectors $p$ and $q$. Along the straight segment from $p$ to $q$ the energy changes continuously from $a$ to $b$, so it passes through every value between them. The range is then exactly $[a,b]$.

This is `range_eq_Icc`. Its proof checks two inclusions: the bounds give one, and Mathlib's intermediate value theorem on a connected space gives the other. Each range theorem then has to supply continuity, which `fun_prop` finds, together with the two bounds and a wave vector for each edge.

**Simple cubic.** Each cosine lies in $[-1,1]$, so their sum lies in $[-3,3]$. Multiplication by $-2t\le 0$ reverses the order and gives $-6t\le E_{\rm sc}\le 6t$. The lower edge is reached at $(0,0,0)$ and the upper edge at $(\pi,\pi,\pi)$. In the proof, `linarith` adds the cosine bounds and `nlinarith` multiplies them by $t$.

**Body-centred cubic.** A product of numbers of modulus at most one has modulus at most one, so $\cos x\cos y\cos z$ lies in $[-1,1]$ and $-8t\le E_{\rm bcc}\le 8t$. The edges are reached at $(0,0,0)$ and $(\pi,0,0)$. The auxiliary fact `hm` treats two factors and is applied twice.

**Face-centred cubic.** Set $u=\cos x$, $v=\cos y$, $w=\cos z$ and $S=uv+vw+wu$. Each product is at most one, so $S\le 3$. The value $-3$ is never reached, because all three products would have to equal $-1$, and three numbers cannot have pairwise opposite signs. Expanding two triple products gives

$$(1+u)(1+v)(1+w)+(1-u)(1-v)(1-w)=2+2S.$$

All six factors on the left are non-negative, so $2+2S\ge 0$ and $S\ge -1$. Multiplying $-1\le S\le 3$ by $-4t$ yields $-12t\le E_{\rm fcc}\le 4t$. At $(0,0,0)$ we have $S=3$ and the energy is $-12t$. At $(0,\pi,0)$ we have $S=-1-1+1=-1$ and the energy is $4t$.

The lemma `pair_sum_bounds` contains both bounds on $S$. For the lower one, `nlinarith` receives the two non-negative triple products. For the upper one it receives products such as $(1+u)(1-v)$ and $(1-u)(1+v)$, whose sum is $2-2uv$; the three pairs together give $6-2S\ge 0$.

## Shifts that reverse the energy

Since $\cos(x+\pi)=-\cos x$, a shift by $(\pi,\pi,\pi)$ changes the sign of all three terms in the simple cubic band. A shift by $(\pi,0,0)$ changes the sign of one factor in the bcc band. Hence

$$E_{\rm sc}(k+(\pi,\pi,\pi))=-E_{\rm sc}(k),\qquad E_{\rm bcc}(k+(\pi,0,0))=-E_{\rm bcc}(k).$$

In real space, each shift multiplies the wave by a factor that alternates in sign between neighbouring sites. The theorem `band_sign_reversal` states both identities for every real $t$, and its proof rewrites with the cosine rule and simplifies.

For fcc, suppose that some shift $Q$ satisfied $E_{\rm fcc}(k+Q)=-E_{\rm fcc}(k)$ for all $k$. At $k=0$ this reads

$$-4t\,S(Q)=12t,\qquad\text{so}\qquad t\,(S(Q)+3)=0,$$

where $S(Q)$ is the pair sum of the cosines of the components of $Q$. With $t\ne 0$ it follows that $S(Q)=-3$, which contradicts $S(Q)\ge -1$.

The proof of `fccBand_no_sign_reversal` takes the same route. It evaluates the assumed identity at zero as `h0`, derives the product equation `h3` by `linear_combination`, and splits it into its two factors. The first contradicts `ht` and the second contradicts the bound from `pair_sum_bounds`. The argument needs only $t\neq 0$, so it applies to either sign of the hopping.
